# Every one-dimensional wavenumber has a unique representative in the first Brillouin zone

The first Brillouin zone is taken here to be the half-open interval \([-G/2, G/2)\), where \(G>0\) is the period of a one-dimensional reciprocal lattice; its two edges differ by exactly \(G\), and only the left one is kept. With this choice every real wavenumber \(k\) is \(q+nG\) for exactly one \(q\) in the zone and one integer \(n\), and no \(|k-mG|\) with integer \(m\) is smaller than \(|q|\).

In Lean 4 with Mathlib:

```lean
import Mathlib

namespace FirstBrillouinZone

noncomputable section

/-- The first Brillouin zone of a one-dimensional crystal with reciprocal period `G`:
the half-open interval from `-G/2` to `G/2`. -/
def firstZone (G : ℝ) : Set ℝ := Set.Ico (-G / 2) (G / 2)

/-- The number of reciprocal periods to be removed from the wavenumber `k`. -/
def zoneIndex (G k : ℝ) : ℤ := ⌊k / G + 1 / 2⌋

/-- The reduced wavenumber: `k` minus `zoneIndex G k` reciprocal periods. -/
def reduced (G k : ℝ) : ℝ := k - zoneIndex G k * G

/-- The reduced wavenumber lies in the first Brillouin zone. -/
theorem reduced_mem {G : ℝ} (hG : 0 < G) (k : ℝ) : reduced G k ∈ firstZone G := by
  have h1 : (zoneIndex G k : ℝ) ≤ k / G + 1 / 2 := Int.floor_le _
  have h2 : k / G + 1 / 2 < (zoneIndex G k : ℝ) + 1 := Int.lt_floor_add_one _
  have e : k / G * G = k := div_mul_cancel₀ _ hG.ne'
  -- multiply the floor inequalities by the period
  have h3 := mul_le_mul_of_nonneg_right h1 hG.le
  have h4 := mul_lt_mul_of_pos_right h2 hG
  unfold reduced firstZone
  constructor <;> linarith

/-- Two decompositions of the same wavenumber into a zone point and a whole number of
reciprocal periods coincide. -/
theorem decomposition_unique {G q q' : ℝ} {n n' : ℤ} (hq : q ∈ firstZone G)
    (hq' : q' ∈ firstZone G) (h : q + n * G = q' + n' * G) : n = n' ∧ q = q' := by
  obtain ⟨a1, a2⟩ := hq
  obtain ⟨b1, b2⟩ := hq'
  have hG : 0 < G := by linarith
  -- the difference of the two integers lies strictly between -1 and 1
  have h1 : ((n' - n : ℤ) : ℝ) < 1 :=
    lt_of_mul_lt_mul_right (by push_cast; linarith) hG.le
  have h2 : (-1 : ℝ) < ((n' - n : ℤ) : ℝ) :=
    lt_of_mul_lt_mul_right (by push_cast; linarith) hG.le
  have h3 : n' - n < 1 := by exact_mod_cast h1
  have h4 : -1 < n' - n := by exact_mod_cast h2
  have h5 : n = n' := by omega
  subst h5
  exact ⟨rfl, by linarith⟩

/-- Shifting a point of the first zone by a reciprocal-lattice vector never brings it
closer to the origin. -/
theorem abs_le_abs_shift {G q : ℝ} (hq : q ∈ firstZone G) (m : ℤ) :
    |q| ≤ |q + m * G| := by
  obtain ⟨a1, a2⟩ := hq
  have hG : 0 < G := by linarith
  have hb : |q| ≤ G / 2 := abs_le.mpr ⟨by linarith, by linarith⟩
  rcases lt_trichotomy m 0 with hm | hm | hm
  · have h1 : (m : ℝ) ≤ -1 := by exact_mod_cast (show m ≤ -1 by omega)
    have h2 := mul_le_mul_of_nonneg_right h1 hG.le
    have h3 := neg_abs_le (q + m * G)
    linarith
  · subst hm
    simp
  · have h1 : (1 : ℝ) ≤ m := by exact_mod_cast (show 1 ≤ m by omega)
    have h2 := mul_le_mul_of_nonneg_right h1 hG.le
    have h3 := le_abs_self (q + m * G)
    linarith

/-- Every wavenumber `k` is uniquely a point `q` of the first Brillouin zone plus an integer
number of reciprocal periods, and `|q|` is the least of all distances `|k - m G|`. -/
theorem first_brillouin_zone {G : ℝ} (hG : 0 < G) (k : ℝ) :
    (∃! p : ℝ × ℤ, p.1 ∈ firstZone G ∧ k = p.1 + p.2 * G) ∧
    ∀ (q : ℝ) (n : ℤ), q ∈ firstZone G → k = q + n * G →
      ∀ m : ℤ, |q| ≤ |k - m * G| := by
  have hk : k = reduced G k + zoneIndex G k * G := by
    unfold reduced
    ring
  refine ⟨⟨(reduced G k, zoneIndex G k), ⟨reduced_mem hG k, hk⟩, ?_⟩, ?_⟩
  · rintro ⟨q, n⟩ ⟨hq, hn⟩
    have hn' : k = q + n * G := hn
    obtain ⟨h1, h2⟩ := decomposition_unique hq (reduced_mem hG k) (hn'.symm.trans hk)
    exact Prod.ext h2 h1
  · intro q n hq hn m
    -- k - m G is itself a shifted copy of q
    have e : k - m * G = q + ((n - m : ℤ) : ℝ) * G := by
      push_cast
      linarith
    rw [e]
    exact abs_le_abs_shift hq (n - m)

/-- A shift by `m` reciprocal periods preserves the magnitude of a zone point exactly when it is the
zero shift, or the shift by one period from the zone edge `-G/2`. -/
theorem abs_shift_eq_iff {G q : ℝ} (hq : q ∈ firstZone G) (m : ℤ) :
    |q + m * G| = |q| ↔ m = 0 ∨ (m = 1 ∧ q = -G / 2) := by
  obtain ⟨a1, a2⟩ := hq
  have hG : 0 < G := by linarith
  constructor
  · intro h
    rcases abs_eq_abs.mp h with h | h
    · left
      have h0 : (m : ℝ) * G = 0 := by linarith
      have h1 : (m : ℝ) = 0 := (mul_eq_zero.mp h0).resolve_right hG.ne'
      exact_mod_cast h1
    · -- reflection through the origin: m G = -2 q
      have h1 : (-1 : ℝ) < m := lt_of_mul_lt_mul_right (by linarith) hG.le
      have h2 : (m : ℝ) ≤ 1 := le_of_mul_le_mul_right (by linarith) hG
      have h3 : -1 < m := by exact_mod_cast h1
      have h4 : m ≤ 1 := by exact_mod_cast h2
      have h5 : m = 0 ∨ m = 1 := by omega
      rcases h5 with h5 | h5
      · exact Or.inl h5
      · subst h5
        push_cast at h
        exact Or.inr ⟨rfl, by linarith⟩
  · rintro (h | ⟨h, h'⟩)
    · subst h
      simp
    · have e : q + m * G = -q := by
        rw [h, h']
        push_cast
        ring
      rw [e, abs_neg]

/-- Two wavenumbers have the same reduced wavenumber exactly when they differ by a
reciprocal-lattice vector. -/
theorem reduced_eq_iff {G : ℝ} (hG : 0 < G) (k k' : ℝ) :
    reduced G k = reduced G k' ↔ ∃ m : ℤ, k' = k + m * G := by
  constructor
  · intro h
    refine ⟨zoneIndex G k' - zoneIndex G k, ?_⟩
    unfold reduced at h
    push_cast
    linarith
  · rintro ⟨m, hm⟩
    have h : reduced G k + ((zoneIndex G k + m : ℤ) : ℝ) * G
        = reduced G k' + (zoneIndex G k' : ℝ) * G := by
      unfold reduced
      push_cast
      linarith
    exact (decomposition_unique (reduced_mem hG k) (reduced_mem hG k') h).2

/-- On a lattice of spacing `a`, two plane waves agree at every site `j a` exactly when their
wavenumbers have the same reduced value for the reciprocal period `2π/a`. -/
theorem plane_waves_agree_iff {a : ℝ} (ha : 0 < a) (k k' : ℝ) :
    (∀ j : ℤ, Complex.exp (((k * (j * a) : ℝ) : ℂ) * Complex.I)
      = Complex.exp (((k' * (j * a) : ℝ) : ℂ) * Complex.I)) ↔
    reduced (2 * Real.pi / a) k = reduced (2 * Real.pi / a) k' := by
  have e : 2 * Real.pi / a * a = 2 * Real.pi := div_mul_cancel₀ _ ha.ne'
  rw [reduced_eq_iff (div_pos Real.two_pi_pos ha)]
  constructor
  · intro h
    -- the neighbouring site j = 1 already fixes k up to a reciprocal-lattice vector
    obtain ⟨n, hn⟩ := Complex.exp_eq_exp_iff_exists_int.mp (h 1)
    have hC : ((k * a : ℝ) : ℂ) = ((k' * a + n * (2 * Real.pi) : ℝ) : ℂ) := by
      apply mul_right_cancel₀ Complex.I_ne_zero
      push_cast at hn ⊢
      linear_combination hn
    have hR : k * a = k' * a + n * (2 * Real.pi) := Complex.ofReal_injective hC
    refine ⟨-n, ?_⟩
    apply mul_right_cancel₀ ha.ne'
    push_cast
    linear_combination -hR + (n : ℝ) * e
  · rintro ⟨m, hm⟩ j
    have h : k' * (j * a) = k * (j * a) + m * j * (2 * Real.pi) := by
      rw [hm]
      linear_combination ((m : ℝ) * j) * e
    refine Complex.exp_eq_exp_iff_exists_int.mpr ⟨-(m * j), ?_⟩
    rw [h]
    push_cast
    ring

end

end FirstBrillouinZone
```

```lean
#print axioms FirstBrillouinZone.first_brillouin_zone
-- 'FirstBrillouinZone.first_brillouin_zone' depends on axioms: [propext, Classical.choice, Quot.sound]
#print axioms FirstBrillouinZone.abs_shift_eq_iff
-- 'FirstBrillouinZone.abs_shift_eq_iff' depends on axioms: [propext, Classical.choice, Quot.sound]
#print axioms FirstBrillouinZone.plane_waves_agree_iff
-- 'FirstBrillouinZone.plane_waves_agree_iff' depends on axioms: [propext, Classical.choice, Quot.sound]
```

## The zone, the decomposition and the nearest lattice point

The set `firstZone G` contains the real numbers \(q\) with \(-G/2\le q<G/2\). The integer `zoneIndex G k` is \(\lfloor k/G+1/2\rfloor\), the number of periods to remove from \(k\), and `reduced G k` is what remains after removing them.

The theorem `first_brillouin_zone` takes a positive real `G` and any real `k`, and has two parts. The first says that there is exactly one pair `p` of a real number and an integer such that `p.1` lies in the zone and `k = p.1 + p.2 * G`. Uniqueness therefore covers the wavenumber and the integer together. The second part takes any such decomposition \(k=q+nG\) and states that \(|q|\le|k-mG|\) for every integer \(m\). Since \(|q|=|k-nG|\), the bound is attained, and \(|q|\) is the distance from \(k\) to the nearest reciprocal-lattice point.

The minimum can be attained twice. By `abs_shift_eq_iff`, a shift of a zone point \(q\) by \(mG\) preserves \(|q|\) exactly when \(m=0\), or when \(m=1\) and \(q=-G/2\). The nearest lattice point is thus unique except when \(k\) lies halfway between two of them.

## What the reduction means for waves on a lattice

In the main theorem \(G\) is any positive number. The link to a crystal is made in `plane_waves_agree_iff`, where the sites are at \(ja\) with spacing \(a>0\) and \(j\) running over all integers, and the period is \(G=2\pi/a\). The theorem says that \(e^{ikja}=e^{ik'ja}\) at every site exactly when \(k\) and \(k'\) have the same reduced value. Between the sites the two waves may differ, and the theorem makes no claim there.

For a non-interacting, infinite tight-binding chain with one orbital per cell, these phases are the coefficients of the Bloch sums, so one zone of wavenumbers is enough to label them all. In three dimensions too, wavevectors that differ by a reciprocal-lattice vector give the same phases at all lattice sites.

The setting is one-dimensional, and \(k\) is a continuous real variable. No Hamiltonian or periodic potential appears, and neither does the discrete set of wavenumbers that a finite ring would impose. In higher dimensions the first zone is again defined by closeness to the origin of the reciprocal lattice, but its shape depends on that lattice and a single floor function does not in general produce it.

## Existence from the floor function

Put \(n=\lfloor k/G+1/2\rfloor\). By the definition of the floor,

\[
n\le \frac{k}{G}+\frac12<n+1 .
\]

Multiplying by \(G>0\) gives \(nG\le k+G/2<nG+G\), and subtracting \(nG+G/2\) gives

\[
-\frac G2\le k-nG<\frac G2 .
\]

So \(q=k-nG\) lies in the zone. This is `reduced_mem`: `h1` and `h2` are the floor inequalities, `h3` and `h4` are their multiples by \(G\), and `linarith` does the subtraction for each edge.

As an example, take \(G=2\) and \(k=5.3\). Then \(k/G+1/2=3.15\), so \(n=3\) and \(q=5.3-6=-0.7\), which lies in \([-1,1)\). The distances \(|k-mG|\) for \(m=2,3,4\) are \(1.3\), \(0.7\) and \(2.7\), with the smallest at \(m=3\).

## Uniqueness from the width of the zone

Suppose that \(q+nG=q'+n'G\) with \(q\) and \(q'\) both in the zone. Then

\[
q-q'=(n'-n)G .
\]

Two points of a half-open interval of length \(G\) differ by less than \(G\), so \(-G<(n'-n)G<G\). Dividing by \(G\) gives \(-1<n'-n<1\). The only integer in that range is zero, hence \(n=n'\) and \(q=q'\).

In `decomposition_unique`, the inequalities `h1` and `h2` come from cancelling \(G\). They are then read as inequalities between integers, from which `omega` obtains \(n=n'\). The lemma needs no separate assumption that \(G\) is positive, because a zone that contains a point has \(-G/2<G/2\).

If both edges belonged to the zone, this argument would fail: \(G/2=-G/2+G\) would give the same wavenumber two decompositions.

## Why no shift brings a zone point closer to the origin

Every \(q\) in the zone satisfies \(|q|\le G/2\). Shift it by \(mG\). If \(m\ge1\), then

\[
q+mG\ge-\frac G2+G=\frac G2\ge|q| .
\]

If \(m\le-1\), then

\[
q+mG<\frac G2-G=-\frac G2 ,
\]

so \(|q+mG|>G/2\ge|q|\). For \(m=0\) nothing changes. The lemma `abs_le_abs_shift` splits into these three cases with `lt_trichotomy`, and `linarith` combines the bounds.

To apply this to \(k=q+nG\), write

\[
k-mG=q+(n-m)G .
\]

The right-hand side is a zone point shifted by \(n-m\) periods, so \(|q|\le|k-mG|\). The proof of `first_brillouin_zone` makes this substitution in `e`. For its first part it supplies the pair of `reduced G k` and `zoneIndex G k`, and compares any other pair with it through `decomposition_unique`.

## The zone edge

For equality, suppose that \(|q+mG|=|q|\). Either \(q+mG=q\), which gives \(m=0\), or \(q+mG=-q\), which gives \(mG=-2q\). In the second case \(-G<-2q\le G\), so \(-1<m\le1\) and \(m\) is 0 or 1. The value \(m=1\) requires \(q=-G/2\). Conversely, \(-G/2+G=G/2\) has the same magnitude as \(-G/2\). The proof of `abs_shift_eq_iff` follows the same two cases, which `abs_eq_abs` provides.

The wavenumber \(k=G/2\) shows the edge convention at work. Here \(k/G+1/2=1\), so one period is removed and the reduced value is \(-G/2\). With \(G=2\pi/a\), both edges describe the same alternating wave \((-1)^j\) on the sites.

## From equal phases to equal reduced wavenumbers

The lemma `reduced_eq_iff` first replaces equality of reduced values by a condition on \(k'-k\). Let \(n\) and \(n'\) be the zone indices of \(k\) and \(k'\). If the reduced values agree, then \(k-nG=k'-n'G\), and so \(k'=k+(n'-n)G\). Conversely, if \(k'=k+mG\), then \(k'\) is the reduced value of \(k\) plus \((n+m)G\), and also the reduced value of \(k'\) plus \(n'G\). Uniqueness makes the two reduced values equal.

Now let \(G=2\pi/a\), and suppose that the waves agree at every site. The site \(j=1\) is already enough: \(e^{ika}=e^{ik'a}\) means that

\[
ka=k'a+2\pi n
\]

for some integer \(n\), so \(k'=k-nG\). In the other direction, \(k'=k+mG\) and \(Ga=2\pi\) give

\[
k'ja=kja+2\pi mj .
\]

Since \(mj\) is an integer, the phases agree at every site.

In `plane_waves_agree_iff`, both directions use `Complex.exp_eq_exp_iff_exists_int`, which says that two exponentials are equal exactly when their arguments differ by an integer multiple of \(2\pi i\). The first direction then cancels the factor \(i\), passes from complex to real numbers and divides by \(a\). The second supplies the integer \(-mj\), whose sign reflects that the lemma expresses the argument for \(k\) through the one for \(k'\).
